# The overlap of two spin-1/2 basis configurations factorises into single-site Kronecker deltas

For a finite number `N` of spin-1/2 sites, a configuration in `Config N` assigns up or down (an element of `Fin 2`) to each site and labels a product basis state. The theorem `delta_eq_prod` states that the Kronecker delta of two configurations `s` and `t`, valued in ℂ, equals the product over sites `k` of the entries `(1 : M2) (s k) (t k)` of the 2×2 identity matrix. In physical terms, with an orthonormal up/down basis at each site, the overlap of two product basis states is the product of the single-site overlaps. The attempt splits on `s = t`: the equal case goes by `subst` and `simp`, and in the unequal case it picks a site `k` with `hk : s k ≠ t k`, reduces the left side to `0`, and tries to show in one term that the factor at `k` kills the product.

As first written in Lean, the proof fails:

```lean
import Mathlib

open Matrix Finset Complex Equiv
open scoped ComplexOrder

namespace SpinPermutation

noncomputable section

/-- Basis states of `N` spin-1/2 particles: up or down at each site. -/
abbrev Config (N : ℕ) := Fin N → Fin 2

/-- Operators on a single spin. -/
abbrev M2 := Matrix (Fin 2) (Fin 2) ℂ

variable {N : ℕ}

/-- The Kronecker delta of two configurations is the product of the single-site deltas. -/
theorem delta_eq_prod (s t : Config N) :
    (if s = t then (1 : ℂ) else 0) = ∏ k, (1 : M2) (s k) (t k) := by
  by_cases h : s = t
  · subst h
    simp
  · obtain ⟨k, hk⟩ := Function.ne_iff.mp h
    rw [if_neg h]
    exact (Finset.prod_eq_zero (mem_univ k) (Matrix.one_apply_ne hk)).symm

end

end SpinPermutation
```

Compiling this gives:

```
Main.lean:26:65: error: Application type mismatch: The argument
  hk
has type
  s k ≠ t k
but is expected to have type
  ?m.70 ≠ k
in the application
  one_apply_ne hk
```

Cause. `Finset.prod_eq_zero (mem_univ k)` needs a proof of `f k = 0` and concludes that the product of `f` is zero. The goal after `rw [if_neg h]` has the form `0 = ∏ …`, so the attempt appends `.symm`. The term before `.symm` is then elaborated without the goal as its expected type, and `f` is still unknown when `Matrix.one_apply_ne hk` is checked. Matching that lemma's conclusion, an identity-matrix entry at `i`, `j` equal to zero, against `f k = 0` sets the column index `j` to the site `k` itself. Hence the message: Lean expects `?m.70 ≠ k`, while `hk` has type `s k ≠ t k`.

The repair uses the same two lemmas in a different order of elaboration. The tactic `symm` turns the goal into `∏ … = 0`. Then `refine Finset.prod_eq_zero (mem_univ k) ?_` is matched against this goal, which fixes `f` as the factor of the product. The remaining goal says that `(1 : M2) (s k) (t k)` is zero, so the indices are `s k` and `t k`, and `Matrix.one_apply_ne hk` fits.

The change, after which it compiles:

```diff
@@ -24,5 +24,7 @@
   · obtain ⟨k, hk⟩ := Function.ne_iff.mp h
     rw [if_neg h]
-    exact (Finset.prod_eq_zero (mem_univ k) (Matrix.one_apply_ne hk)).symm
+    symm
+    refine Finset.prod_eq_zero (mem_univ k) ?_
+    exact Matrix.one_apply_ne hk
 
 end
```
